# Two coupled lossy resonators have modes with different real frequencies exactly when they are detuned or twice the coupling exceeds the absolute difference of their amplitude loss rates

Two resonators with frequencies `w1` and `w2`, amplitude loss rates `a` and `b`, and real coupling `g > 0` are modelled by a 2×2 non-Hermitian matrix with diagonal entries `w1 - I * a` and `w2 - I * b` and both off-diagonal entries `g`. The theorem `splitting_iff` says that this matrix has two eigenvalues with different real parts if and only if `w1 ≠ w2` or `|a - b| < 2 * g`; the loss rates may be any real numbers. For the forward direction, the proof supposes that the right-hand side fails and uses the earlier lemma `modes_of_weak` to show that every mode then has real part `w1`. For the converse, it writes two modes as `c + s` and `c - s` and shows that equal real parts would contradict the hypothesis.

In Lean, a first try:

```lean
import Mathlib

open Matrix Complex

namespace LossyStrongCoupling

noncomputable section

/-- The non-Hermitian Hamiltonian of two resonators with frequencies `w1`, `w2`,
amplitude loss rates `a`, `b` and coupling `g`. -/
def lossyH (w1 w2 a b g : ℝ) : Matrix (Fin 2) (Fin 2) ℂ :=
  !![(w1 : ℂ) - I * a, (g : ℂ); (g : ℂ), (w2 : ℂ) - I * b]

/-- The complex number `z` is a mode frequency of `H`: some nonzero amplitude vector
is an eigenvector of `H` with eigenvalue `z`. -/
def IsMode (H : Matrix (Fin 2) (Fin 2) ℂ) (z : ℂ) : Prop :=
  ∃ v : Fin 2 → ℂ, v ≠ 0 ∧ H *ᵥ v = z • v

/-- Secular equation: the mode frequencies are the complex numbers at which the product of
the two complex detunings equals the squared coupling. -/
theorem isMode_iff {w1 w2 a b g : ℝ} (hg : 0 < g) (z : ℂ) :
    IsMode (lossyH w1 w2 a b g) z ↔
      (z - (w1 - I * a)) * (z - (w2 - I * b)) = (g : ℂ) ^ 2 := by
  constructor
  · rintro ⟨v, hv, h⟩
    have h0 := congrFun h 0
    have h1 := congrFun h 1
    simp [lossyH, Matrix.mulVec, dotProduct, Fin.sum_univ_two] at h0 h1
    by_contra hne
    have hP := sub_ne_zero.mpr hne
    -- off the secular equation both amplitudes vanish
    have e0 : v 0 = 0 := by
      refine (mul_eq_zero.mp ?_).resolve_left hP
      linear_combination -(z - (w2 - I * b)) * h0 - (g : ℂ) * h1
    have e1 : v 1 = 0 := by
      refine (mul_eq_zero.mp ?_).resolve_left hP
      linear_combination -(z - (w1 - I * a)) * h1 - (g : ℂ) * h0
    apply hv
    ext i
    fin_cases i
    · exact e0
    · exact e1
  · intro h
    refine ⟨![(g : ℂ), z - (w1 - I * a)], ?_, ?_⟩
    · intro hv
      have h0 : (g : ℂ) = 0 := congrFun hv 0
      exact hg.ne' (by exact_mod_cast h0)
    · ext i
      fin_cases i
      · simp [lossyH, Matrix.mulVec, dotProduct, Fin.sum_univ_two]
        ring
      · simp [lossyH, Matrix.mulVec, dotProduct, Fin.sum_univ_two]
        linear_combination -h

/-- Two resonant oscillators with `2g ≤ |a - b|` have modes at the common real frequency `w0`,
with decay rates `(a + b ± √((a - b)² - 4g²)) / 2`. -/
theorem modes_of_weak {w0 a b g : ℝ} (hg : 0 < g) (h : 2 * g ≤ |a - b|) (z : ℂ) :
    IsMode (lossyH w0 w0 a b g) z ↔
      z = w0 - I * (((a + b + √((a - b) ^ 2 - 4 * g ^ 2)) / 2 : ℝ) : ℂ) ∨
      z = w0 - I * (((a + b - √((a - b) ^ 2 - 4 * g ^ 2)) / 2 : ℝ) : ℂ) := by
  have hn : 0 ≤ (a - b) ^ 2 - 4 * g ^ 2 := by
    nlinarith [sq_abs (a - b),
      mul_nonneg (sub_nonneg.mpr h) (by positivity : 0 ≤ |a - b| + 2 * g)]
  have hs := Real.sq_sqrt hn
  generalize √((a - b) ^ 2 - 4 * g ^ 2) = r at hs ⊢
  have hc : (r : ℂ) ^ 2 = ((a : ℂ) - b) ^ 2 - 4 * (g : ℂ) ^ 2 := by exact_mod_cast hs
  have key : (z - (w0 - I * a)) * (z - (w0 - I * b)) - (g : ℂ) ^ 2 =
      (z - (w0 - I * (((a + b + r) / 2 : ℝ) : ℂ))) *
      (z - (w0 - I * (((a + b - r) / 2 : ℝ) : ℂ))) := by
    push_cast
    linear_combination I ^ 2 / 4 * hc - (g : ℂ) ^ 2 * I_sq
  rw [isMode_iff hg]
  exact sub_eq_zero.symm.trans (by rw [key, mul_eq_zero, sub_eq_zero, sub_eq_zero])

/-- Two coupled lossy oscillators have modes with different real frequencies exactly when
they are detuned or twice the coupling exceeds the difference of the loss rates. -/
theorem splitting_iff {w1 w2 a b g : ℝ} (hg : 0 < g) :
    (∃ z w : ℂ, IsMode (lossyH w1 w2 a b g) z ∧ IsMode (lossyH w1 w2 a b g) w ∧
      z.re ≠ w.re) ↔ w1 ≠ w2 ∨ |a - b| < 2 * g := by
  constructor
  · rintro ⟨z, w, hz, hw, hne⟩
    by_contra hcon
    obtain ⟨h1, h2⟩ := not_or.mp hcon
    have h12 : w1 = w2 := not_not.mp h1
    subst h12
    rw [modes_of_weak hg (not_lt.mp h2)] at hz hw
    have hre : ∀ y : ℝ, ((w1 : ℂ) - I * (y : ℂ)).re = w1 := by
      intro y
      simp
    apply hne
    rcases hz with hz | hz <;> rcases hw with hw | hw <;> rw [hz, hw, hre, hre]
  · intro h
    -- the modes are c + s and c - s, with s a root of the quarter discriminant
    obtain ⟨s, hs⟩ := IsAlgClosed.exists_pow_nat_eq
      ((((w1 : ℂ) - w2 - I * (a - b)) / 2) ^ 2 + (g : ℂ) ^ 2) (n := 2) two_pos
    obtain ⟨c, hc⟩ : ∃ c : ℂ, c = ((w1 : ℂ) + w2 - I * (a + b)) / 2 := ⟨_, rfl⟩
    refine ⟨c + s, c - s, ?_, ?_, ?_⟩
    · rw [isMode_iff hg, hc]
      linear_combination hs
    · rw [isMode_iff hg, hc]
      linear_combination hs
    · intro heq
      simp only [add_re, sub_re] at heq
      have hs0 : s.re = 0 := by linarith
      have h4 : (s + s) * (s + s) = ((w1 : ℂ) - w2 - I * (a - b)) *
          ((w1 : ℂ) - w2 - I * (a - b)) + ((g : ℂ) + g) * ((g : ℂ) + g) := by
        linear_combination 4 * hs
      have hr := congrArg Complex.re h4
      have hi := congrArg Complex.im h4
      simp only [add_re, add_im, sub_re, sub_im, mul_re, mul_im, ofReal_re, ofReal_im,
        I_re, I_im, hs0] at hr hi
      have hr' : -(4 * s.im ^ 2) = (w1 - w2) ^ 2 - (a - b) ^ 2 + 4 * g ^ 2 := by
        linear_combination hr
      have hi' : (w1 - w2) * (a - b) = 0 := by linear_combination hi / 2
      rcases h with h | h
      · have hab : a - b = 0 := (mul_eq_zero.mp hi').resolve_left (sub_ne_zero.mpr h)
        rw [hab] at hr'
        nlinarith [sq_nonneg s.im, sq_nonneg (w1 - w2), pow_pos hg 2]
      · have hlt : 0 < (2 * g - |a - b|) * (2 * g + |a - b|) :=
          mul_pos (sub_pos.mpr h) (by positivity)
        nlinarith [sq_nonneg s.im, sq_nonneg (w1 - w2), sq_abs (a - b)]

end

end LossyStrongCoupling
```

The compiler's answer:

```
Main.lean:91:75: error: Tactic `rewrite` failed: Did not find an occurrence of the pattern
  (↑w1 - I * ↑?y).re
in the target expression
  w1 = w1

case mp.inl.inl
w1 a b g : ℝ
hg : 0 < g
z w : ℂ
hne : z.re ≠ w.re
h2 : ¬|a - b| < 2 * g
hcon : ¬(w1 ≠ w1 ∨ |a - b| < 2 * g)
h1 : ¬w1 ≠ w1
hre : ∀ (y : ℝ), (↑w1 - I * ↑y).re = w1
hz : z = ↑w1 - I * ↑((a + b + √((a - b) ^ 2 - 4 * g ^ 2)) / 2)
hw : w = ↑w1 - I * ↑((a + b + √((a - b) ^ 2 - 4 * g ^ 2)) / 2)
⊢ w1 = w1
Main.lean:91:75: error: Tactic `rewrite` failed: Did not find an occurrence of the pattern
  (↑w1 - I * ↑?y).re
in the target expression
  w1 = w1

case mp.inr.inr
w1 a b g : ℝ
hg : 0 < g
z w : ℂ
hne : z.re ≠ w.re
h2 : ¬|a - b| < 2 * g
hcon : ¬(w1 ≠ w1 ∨ |a - b| < 2 * g)
h1 : ¬w1 ≠ w1
hre : ∀ (y : ℝ), (↑w1 - I * ↑y).re = w1
hz : z = ↑w1 - I * ↑((a + b - √((a - b) ^ 2 - 4 * g ^ 2)) / 2)
hw : w = ↑w1 - I * ↑((a + b - √((a - b) ^ 2 - 4 * g ^ 2)) / 2)
⊢ w1 = w1
```

Lean accepts the file once it reads:

```diff
@@ -89,5 +89,5 @@
       simp
     apply hne
-    rcases hz with hz | hz <;> rcases hw with hw | hw <;> rw [hz, hw, hre, hre]
+    rcases hz with hz | hz <;> rcases hw with hw | hw <;> simp only [hz, hw, hre]
   · intro h
     -- the modes are c + s and c - s, with s a root of the quarter discriminant
```

Diagnosis. Both errors are the same failure, in two of the four cases produced by `rcases`. `modes_of_weak` gives two possible forms for each of `z` and `w`, and the errors occur where both take the same form, `inl.inl` and `inr.inr`. There, after `hz` and `hw` are rewritten, the two sides of the goal are identical. The first `hre` fixes its variable `y` by the first match and rewrites every instance of the resulting pattern, so both sides become `w1` at once. The second `hre` then finds nothing to rewrite in `w1 = w1`, and `rw` fails; it would try to close the goal by reflexivity only after the whole list had succeeded. In the two mixed cases the values of `y` differ, so the second `hre` is needed.

The repair uses `simp only [hz, hw, hre]`, which applies `hre` wherever it fits, with no fixed number of uses, and closes `w1 = w1` itself. One call therefore serves all four cases.
